# For a hole in a real d orbital with spin along the field, the X-ray spin sum rule with its dipole term neglected returns between −1 and 3 times the true spin

## The field, the orbital and the sphere

A real d orbital is represented by a real symmetric traceless $3\times3$ matrix $Q$. Such matrices form a five-dimensional space, as the real d orbitals do. The type `M₃` holds all real $3\times3$ matrices; symmetry, zero trace and the normalisation $\operatorname{tr}Q^2=1$ enter the theorems as the hypotheses `Q.IsSymm`, `Q.trace = 0` and `(Q * Q).trace = 1`.

In Lean 4 with Mathlib:

```lean
import Mathlib

open Matrix
open Real (sin cos pi)

namespace SpinSumRule

noncomputable section

local notation "M₃" => Matrix (Fin 3) (Fin 3) ℝ
```

The unit vector $e$ along the magnetic field is the third Cartesian axis. Indices run over 0, 1, 2, so $e$ has its only nonzero component at index 2. For a field along another direction, $Q$ is to be written in axes whose third member lies along that field; this change of axes is left to the reader.

```lean
/-- The field direction `e`, taken as the z axis. -/
def field : Fin 3 → ℝ := ![0, 0, 1]
```

The angular part of the orbital at a unit vector $r$ is $\psi(r)=r\cdot Qr$.

```lean
/-- Angular part `r·Qr` of the d orbital represented by the matrix `Q`. -/
def orbital (Q : M₃) (r : Fin 3 → ℝ) : ℝ := r ⬝ᵥ (Q *ᵥ r)
```

With $\theta$ the angle from the field, $u=\cos\theta$ and azimuth $\varphi$, the unit vector is
$$r=(\sqrt{1-u^2}\cos\varphi,\ \sqrt{1-u^2}\sin\varphi,\ u).$$

```lean
/-- Unit vector with polar cosine `u` in `[-1,1]` and azimuth `φ`. -/
def direction (u φ : ℝ) : Fin 3 → ℝ :=
  ![Real.sqrt (1 - u ^ 2) * cos φ, Real.sqrt (1 - u ^ 2) * sin φ, u]
```

The area element of the sphere is $du\,d\varphi$. The integral of the density $\psi^2$ against a weight $w(u)$ is therefore
$$I[w]=\int_{-1}^{1}du\int_0^{2\pi}d\varphi\;w(u)\,\psi^2 .$$

```lean
/-- Integral over the sphere of the orbital density times a weight `w` of the polar cosine. -/
def shellIntegral (Q : M₃) (w : ℝ → ℝ) : ℝ :=
  ∫ u in (-1 : ℝ)..1, ∫ φ in (0 : ℝ)..2 * pi, w u * orbital Q (direction u φ) ^ 2
```

## What the sum rule measures

Applied to X-ray circular dichroism at the $L_{2,3}$ edges with the beam along the field, with the signal normalised by the absorption summed over three orthogonal polarisations and the number of holes known, the spin sum rule gives $\langle S\rangle+\tfrac72\langle T\rangle$, where $S$ and $T$ are the components along the field of the spin and of the magnetic dipole operator $\mathbf S-3\hat r(\hat r\cdot\mathbf S)$. If the state is one orbital times a spin along $e$, the transverse spin averages vanish and
$$\frac{\langle T\rangle}{\langle S\rangle}=\langle1-3\cos^2\theta\rangle=\frac{I[1-3u^2]}{I[1]} .$$
The apparent-to-true ratio is $1+\tfrac72\langle T\rangle/\langle S\rangle$. It is the same for a hole as for an electron: both averages are zero in a filled shell, so removing an electron leaves minus that electron's value of each.

The definition takes this expression as its starting point. The factor $7/2$ is assumed: it stands for the angular algebra of the p-to-d dipole transition and carries the sum rule's own approximations with it. Spin operators don't appear, and spin-orbit mixing of the orbital and several interacting holes lie beyond the model.

```lean
/-- Apparent-to-true spin ratio `1 + (7/2)⟨T⟩/⟨S⟩` for a spin along the field, where
`⟨T⟩/⟨S⟩` is the mean of `1 - 3 cos²θ` in an orbital of nonzero norm. -/
def spinRatio (Q : M₃) : ℝ :=
  1 + 7 / 2 * (shellIntegral Q (fun u => 1 - 3 * u ^ 2) / shellIntegral Q (fun _ => 1))
```

One more matrix is needed for the lower extreme, $U=ee^{\mathsf T}-I/3=\operatorname{diag}(-\tfrac13,-\tfrac13,\tfrac23)$. Its orbital is $r\cdot Ur=u^2-\tfrac13$, which is the $3z^2-r^2$ orbital about the field.

```lean
/-- The uniaxial traceless matrix `e eᵀ - I/3`. -/
def uniaxial : M₃ := vecMulVec field field - (1 / 3 : ℝ) • (1 : M₃)
```

## Integrating over the azimuth

At fixed $u$ the orbital is a sum of harmonics of azimuthal order two, one and zero:
$$\psi=p\cos2\varphi+q\sin2\varphi+g\cos\varphi+h\sin\varphi+k .$$
Different harmonics are orthogonal over a full turn. Each of the first four squares integrates to $\pi$ and the constant to $2\pi$, so
$$\int_0^{2\pi}\psi^2\,d\varphi=\pi\,(p^2+q^2+g^2+h^2+2k^2).$$

The proof supplies one explicit antiderivative. Its linear term is $\left(\tfrac12(p^2+q^2+g^2+h^2)+k^2\right)\varphi$, and its other terms take equal values at $0$ and $2\pi$. The `linear_combination` step confirms the derivative using $\sin^2\varphi+\cos^2\varphi=1$, and the fundamental theorem of calculus gives the integral.

```lean
/-- Azimuthal integral of the square of a sum of harmonics of order zero, one and two. -/
theorem azimuth_integral (p q g h k : ℝ) :
    ∫ x in (0 : ℝ)..2 * pi, (p * (cos x ^ 2 - sin x ^ 2) + q * (2 * sin x * cos x)
      + g * cos x + h * sin x + k) ^ 2 = pi * (p ^ 2 + q ^ 2 + g ^ 2 + h ^ 2 + 2 * k ^ 2) := by
  -- an explicit antiderivative
  have H : ∀ x : ℝ, HasDerivAt (fun y : ℝ => ((p ^ 2 + q ^ 2 + g ^ 2 + h ^ 2) / 2 + k ^ 2) * y
      + (p ^ 2 - q ^ 2) / 2 * ((sin y * cos y) * (cos y * cos y - sin y * sin y))
      + 2 * p * q * ((sin y * cos y) * (sin y * cos y))
      + ((g ^ 2 - h ^ 2) / 2 + 2 * k * p) * (sin y * cos y)
      + (g * h + 2 * k * q) * (sin y * sin y) + (2 * p * g + 2 * k * g) * sin y
      + (4 * (q * h - p * g) / 3) * (sin y * (sin y * sin y))
      + (2 * p * h - 2 * k * h) * cos y
      + (-(4 * (p * h + q * g) / 3)) * (cos y * (cos y * cos y)))
      ((p * (cos x ^ 2 - sin x ^ 2) + q * (2 * sin x * cos x)
        + g * cos x + h * sin x + k) ^ 2) x := by
    intro x
    have hs := Real.hasDerivAt_sin x
    have hc := Real.hasDerivAt_cos x
    have hsc := hs.fun_mul hc
    have hss := hs.fun_mul hs
    have hcc := hc.fun_mul hc
    refine HasDerivAt.congr_deriv (((((((((hasDerivAt_id' x).const_mul _).fun_add
      ((hsc.fun_mul (hcc.fun_sub hss)).const_mul _)).fun_add
      ((hsc.fun_mul hsc).const_mul _)).fun_add (hsc.const_mul _)).fun_add
      (hss.const_mul _)).fun_add (hs.const_mul _)).fun_add
      ((hs.fun_mul hss).const_mul _)).fun_add (hc.const_mul _) |>.fun_add
      ((hc.fun_mul hcc).const_mul _)) ?_
    linear_combination (-((p ^ 2 + q ^ 2) * (sin x ^ 2 + cos x ^ 2 + 1) / 2
      + (g ^ 2 + h ^ 2) / 2 + 2 * p * g * cos x - 2 * p * h * sin x))
      * Real.sin_sq_add_cos_sq x
  rw [intervalIntegral.integral_eq_sub_of_hasDerivAt (fun x _ => H x)
    (Continuous.intervalIntegrable (by fun_prop) _ _)]
  simp only [Real.sin_two_pi, Real.cos_two_pi, Real.sin_zero, Real.cos_zero]
  ring
```

## Integrating over the polar cosine

What remains is an even polynomial in $u$. Since $\int_{-1}^1u^{2n}du=2/(2n+1)$,
$$\int_{-1}^{1}(\alpha+\beta u^2)(a+bu^2+cu^4)\,du=2\alpha a+\tfrac23(\alpha b+\beta a)+\tfrac25(\alpha c+\beta b)+\tfrac27\beta c .$$
The proof again differentiates an antiderivative and evaluates it at the ends.

```lean
/-- Integral over the polar cosine of a product of even polynomials. -/
theorem polar_integral (α β a b c : ℝ) :
    ∫ u in (-1 : ℝ)..1, (α + β * u ^ 2) * (a + b * u ^ 2 + c * u ^ 4) =
      2 * α * a + 2 * (α * b + β * a) / 3 + 2 * (α * c + β * b) / 5 + 2 * β * c / 7 := by
  have H : ∀ x : ℝ, HasDerivAt (fun y : ℝ => α * a * y + (α * b + β * a) / 3 * y ^ 3
      + (α * c + β * b) / 5 * y ^ 5 + β * c / 7 * y ^ 7)
      ((α + β * x ^ 2) * (a + b * x ^ 2 + c * x ^ 4)) x := by
    intro x
    refine HasDerivAt.congr_deriv (((((hasDerivAt_id' x).const_mul _).fun_add
      ((hasDerivAt_pow 3 x).const_mul _)).fun_add ((hasDerivAt_pow 5 x).const_mul _)).fun_add
      ((hasDerivAt_pow 7 x).const_mul _)) ?_
    norm_num
    ring
  rw [intervalIntegral.integral_eq_sub_of_hasDerivAt (fun x _ => H x)
    (Continuous.intervalIntegrable (by fun_prop) _ _)]
  ring
```

## The mean of cos²θ

The vector $Qe$ is the last column of $Q$, so
$$|Qe|^2=Q_{02}^2+Q_{12}^2+Q_{22}^2 .$$
In the code this squared length is the dot product of `Q *ᵥ field` with itself.

```lean
/-- The squared length of `Qe` in components. -/
theorem field_sq (Q : M₃) : (Q *ᵥ field) ⬝ᵥ (Q *ᵥ field) =
    Q 0 2 ^ 2 + Q 1 2 ^ 2 + Q 2 2 ^ 2 := by
  simp [field, mulVec, dotProduct, Fin.sum_univ_three]
  ring
```

Inserting the unit vector into $r\cdot Qr$ and using $Q_{00}+Q_{11}=-Q_{22}$ gives the harmonic coefficients
$$p=\tfrac12(1-u^2)(Q_{00}-Q_{11}),\qquad q=(1-u^2)Q_{01},$$
$$g=2u\sqrt{1-u^2}\,Q_{02},\qquad h=2u\sqrt{1-u^2}\,Q_{12},\qquad k=\tfrac12Q_{22}(3u^2-1).$$
Write $A=\tfrac14(Q_{00}-Q_{11})^2+Q_{01}^2$, $B=Q_{02}^2+Q_{12}^2$ and $C=Q_{22}^2$. The azimuthal integral of $\psi^2$ is then
$$\pi\left[(1-u^2)^2A+4u^2(1-u^2)B+\tfrac12(3u^2-1)^2C\right].$$
The polar integral with weight $\alpha+\beta u^2$ gives
$$I[\alpha+\beta u^2]=\frac{8\pi}{15}\left[\alpha\left(2A+2B+\tfrac32C\right)+\frac\beta7\left(2A+6B+\tfrac{11}2C\right)\right].$$
Zero trace also gives $\operatorname{tr}Q^2=2A+2B+\tfrac32C$, which equals 1. The second bracket exceeds this by $4(B+C)=4|Qe|^2$. Hence
$$I[\alpha+\beta u^2]=\frac{8\pi}{15}\left[\alpha+\beta\,\frac{1+4|Qe|^2}{7}\right],$$
and the mean of $\cos^2\theta$ is $(1+4|Qe|^2)/7$.

In the proof, `hψ` is the sorting into harmonics and `hin` is the azimuthal integral, stated for $u$ in $[-1,1]$, where the square root squares to $1-u^2$. The last `linear_combination` inserts the normalisation `hn`.

```lean
/-- For symmetric traceless `Q` with `tr Q² = 1`, the orbital density times `α + β cos²θ` integrates
over the sphere to `(8π/15)(α + β(1 + 4|Qe|²)/7)`. -/
theorem shellIntegral_eq {Q : M₃} (hQ : Q.IsSymm) (ht : Q.trace = 0)
    (hn : (Q * Q).trace = 1) (α β : ℝ) :
    shellIntegral Q (fun u => α + β * u ^ 2) =
      8 * pi / 15 * (α + β * (1 + 4 * ((Q *ᵥ field) ⬝ᵥ (Q *ᵥ field))) / 7) := by
  have h10 := hQ.apply 0 1
  have h20 := hQ.apply 0 2
  have h21 := hQ.apply 1 2
  simp only [trace, diag_apply, Fin.sum_univ_three] at ht
  have hin : Set.EqOn
      (fun u : ℝ => ∫ φ in (0 : ℝ)..2 * pi, (α + β * u ^ 2) * orbital Q (direction u φ) ^ 2)
      (fun u : ℝ => (α + β * u ^ 2) *
        (pi * ((Q 0 0 - Q 1 1) ^ 2 / 4 + Q 0 1 ^ 2 + Q 2 2 ^ 2 / 2)
        + pi * (-2 * ((Q 0 0 - Q 1 1) ^ 2 / 4 + Q 0 1 ^ 2)
          + 4 * (Q 0 2 ^ 2 + Q 1 2 ^ 2) - 3 * Q 2 2 ^ 2) * u ^ 2
        + pi * ((Q 0 0 - Q 1 1) ^ 2 / 4 + Q 0 1 ^ 2
          - 4 * (Q 0 2 ^ 2 + Q 1 2 ^ 2) + 9 * Q 2 2 ^ 2 / 2) * u ^ 4))
      (Set.uIcc (-1) 1) := by
    intro u hu
    rw [Set.uIcc_of_le (by norm_num)] at hu
    have hw : Real.sqrt (1 - u ^ 2) ^ 2 = 1 - u ^ 2 :=
      Real.sq_sqrt (by nlinarith [hu.1, hu.2])
    -- sort the orbital by azimuthal order
    have hψ : ∀ φ, orbital Q (direction u φ) =
        ((1 - u ^ 2) * (Q 0 0 - Q 1 1) / 2) * (cos φ ^ 2 - sin φ ^ 2)
        + ((1 - u ^ 2) * Q 0 1) * (2 * sin φ * cos φ)
        + (2 * Real.sqrt (1 - u ^ 2) * u * Q 0 2) * cos φ
        + (2 * Real.sqrt (1 - u ^ 2) * u * Q 1 2) * sin φ
        + Q 2 2 * (3 * u ^ 2 - 1) / 2 := by
      intro φ
      simp only [orbital, direction, mulVec, dotProduct, Fin.sum_univ_three, h10, h20, h21,
        Matrix.cons_val]
      linear_combination (Q 0 0 * cos φ ^ 2 + Q 1 1 * sin φ ^ 2
        + 2 * Q 0 1 * sin φ * cos φ) * hw
        + (1 - u ^ 2) * (Q 0 0 + Q 1 1) / 2 * Real.sin_sq_add_cos_sq φ
        + (1 - u ^ 2) / 2 * ht
    simp only [hψ, intervalIntegral.integral_const_mul, azimuth_integral]
    linear_combination (α + β * u ^ 2) * pi * 4 * u ^ 2 * (Q 0 2 ^ 2 + Q 1 2 ^ 2) * hw
  simp only [shellIntegral]
  rw [intervalIntegral.integral_congr hin, polar_integral, field_sq]
  have hF : Q 2 2 = -(Q 0 0 + Q 1 1) := by linarith
  simp only [trace, diag_apply, Matrix.mul_apply, Fin.sum_univ_three, h10, h20, h21, hF]
    at hn ⊢
  linear_combination 8 * pi / 15 * (α + β / 7) * hn
```

## The ratio is 3 − 6|Qe|²

The weights $1-3u^2$ and $1$ correspond to $(\alpha,\beta)=(1,-3)$ and $(1,0)$. The common factor $8\pi/15$ cancels:
$$1+\frac72\left(1-3\,\frac{1+4|Qe|^2}{7}\right)=1+\frac72\cdot\frac{4-12|Qe|^2}{7}=3-6|Qe|^2 .$$
The proof rewrites both weights in this form (`e1` and `e0`), applies the previous theorem twice and cancels.

```lean
/-- For a d hole with spin along the field `e` and orbital given by a symmetric traceless `Q` with
`tr Q² = 1`, the apparent-to-true spin ratio is `3 - 6|Qe|²`. -/
theorem spinRatio_eq {Q : M₃} (hQ : Q.IsSymm) (ht : Q.trace = 0)
    (hn : (Q * Q).trace = 1) :
    spinRatio Q = 3 - 6 * ((Q *ᵥ field) ⬝ᵥ (Q *ᵥ field)) := by
  have e1 : (fun u : ℝ => 1 - 3 * u ^ 2) = fun u => 1 + (-3) * u ^ 2 := by
    funext u
    ring
  have e0 : (fun _ : ℝ => (1 : ℝ)) = fun u => 1 + 0 * u ^ 2 := by
    funext u
    ring
  rw [spinRatio, e1, e0, shellIntegral_eq hQ ht hn 1 (-3), shellIntegral_eq hQ ht hn 1 0,
    zero_mul, zero_div, add_zero, mul_one, mul_div_cancel_left₀ _ (by positivity)]
  ring
```

## The range and its two extremes

The final theorem has three parts, all for symmetric traceless $Q$ with $\operatorname{tr}Q^2=1$: the ratio lies in the closed interval $[-1,3]$; it equals $3$ if and only if $Qe=0$; and it equals $-1$ if and only if $Q=\sqrt{3/2}\,U$ or $Q=-\sqrt{3/2}\,U$.

The upper bound holds because $|Qe|^2\ge0$, with equality exactly when $Qe=0$. The orbital is then a combination of $x^2-y^2$ and $xy$, whose lobes point along directions in the plane normal to the field.

For the lower bound, $|Qe|^2\le\tfrac23$ is needed. With $\operatorname{tr}Q^2=1$,
$$\tfrac23-|Qe|^2=\tfrac23\left(2A+2B+\tfrac32C\right)-B-C=\tfrac43A+\tfrac13B,$$
which in components is
$$\tfrac13(Q_{00}-Q_{11})^2+\tfrac43Q_{01}^2+\tfrac13\left(Q_{02}^2+Q_{12}^2\right)\ge0 .$$

If the ratio is $-1$, every square here vanishes. Then $Q$ is diagonal with $Q_{00}=Q_{11}=-\tfrac12Q_{22}$, so $Q=\tfrac32Q_{22}\,U$. Moreover $Q_{22}^2=|Qe|^2=\tfrac23$, which gives $\left(\tfrac32Q_{22}\right)^2=\tfrac32$ and fixes the prefactor as $\pm\sqrt{3/2}$. Conversely, if $Q=\kappa U$ with $\kappa^2=\tfrac32$, then $|Qe|^2=\tfrac49\kappa^2=\tfrac23$ and the ratio is $-1$. The two signs of $Q$ differ only by an overall sign of the orbital and describe the same state.

In the code `key` is the sum-of-squares identity, and `linarith` derives both bounds from it, `h0` and the nonnegativity of the squares (`s1` to `s4`). The vanishing of each square gives `hU`, the uniaxial form. The factorisation `hf` separates the two signs, and the inner statement `hκ` treats the converse for both at once.

```lean
/-- For a d hole with spin along the field `e` and orbital given by a symmetric traceless `Q` with
`tr Q² = 1`, the apparent-to-true spin ratio lies in `[-1,3]`; it is `3` exactly when `Qe = 0` and
`-1` exactly when `Q = ±√(3/2)(e eᵀ - I/3)`. -/
theorem spinRatio_range {Q : M₃} (hQ : Q.IsSymm) (ht : Q.trace = 0)
    (hn : (Q * Q).trace = 1) :
    spinRatio Q ∈ Set.Icc (-1) 3 ∧ (spinRatio Q = 3 ↔ Q *ᵥ field = 0) ∧
    (spinRatio Q = -1 ↔
      Q = Real.sqrt (3 / 2) • uniaxial ∨ Q = (-Real.sqrt (3 / 2)) • uniaxial) := by
  rw [spinRatio_eq hQ ht hn]
  have h10 := hQ.apply 0 1
  have h20 := hQ.apply 0 2
  have h21 := hQ.apply 1 2
  simp only [trace, diag_apply, Matrix.mul_apply, Fin.sum_univ_three, h10, h20, h21] at ht hn
  have hF : Q 2 2 = -(Q 0 0 + Q 1 1) := by linarith
  -- the distance from the lower bound is a sum of squares
  have key : 2 / 3 - (Q *ᵥ field) ⬝ᵥ (Q *ᵥ field) =
      (Q 0 0 - Q 1 1) ^ 2 / 3 + 4 * Q 0 1 ^ 2 / 3 + (Q 0 2 ^ 2 + Q 1 2 ^ 2) / 3 := by
    rw [field_sq, hF]
    rw [hF] at hn
    linear_combination (-2 / 3) * hn
  have h0 : 0 ≤ (Q *ᵥ field) ⬝ᵥ (Q *ᵥ field) := by
    rw [field_sq]
    positivity
  have s1 := sq_nonneg (Q 0 0 - Q 1 1)
  have s2 := sq_nonneg (Q 0 1)
  have s3 := sq_nonneg (Q 0 2)
  have s4 := sq_nonneg (Q 1 2)
  have hs : Real.sqrt (3 / 2) ^ 2 = 3 / 2 := Real.sq_sqrt (by norm_num)
  refine ⟨⟨by linarith, by linarith⟩, ?_, ?_, ?_⟩
  · rw [← dotProduct_self_eq_zero]
    constructor <;> intro h <;> linarith
  · intro h
    have hAC : Q 0 0 - Q 1 1 = 0 := pow_eq_zero_iff two_ne_zero |>.mp (by linarith)
    have hB : Q 0 1 = 0 := pow_eq_zero_iff two_ne_zero |>.mp (by linarith)
    have hD : Q 0 2 = 0 := pow_eq_zero_iff two_ne_zero |>.mp (by linarith)
    have hE : Q 1 2 = 0 := pow_eq_zero_iff two_ne_zero |>.mp (by linarith)
    have hA : Q 0 0 = -Q 2 2 / 2 := by linarith
    have hC : Q 1 1 = -Q 2 2 / 2 := by linarith
    have hU : Q = (3 / 2 * Q 2 2) • uniaxial := by
      ext i j
      fin_cases i <;> fin_cases j <;>
        simp [uniaxial, field, h10, h20, h21, hB, hD, hE, hA, hC] <;> ring
    rw [field_sq, hD, hE] at h
    have hf : (3 / 2 * Q 2 2 - Real.sqrt (3 / 2)) * (3 / 2 * Q 2 2 + Real.sqrt (3 / 2)) = 0 := by
      linear_combination (-3 / 8) * h - hs
    rcases mul_eq_zero.mp hf with h1 | h1
    · left
      rwa [sub_eq_zero.mp h1] at hU
    · right
      rwa [eq_neg_of_add_eq_zero_left h1] at hU
  · have hκ : ∀ κ : ℝ, κ ^ 2 = 3 / 2 → Q = κ • uniaxial →
        3 - 6 * ((Q *ᵥ field) ⬝ᵥ (Q *ᵥ field)) = -1 := by
      intro κ hκ h
      have a : Q 0 2 = 0 := by
        rw [h]
        simp [uniaxial, field]
      have b : Q 1 2 = 0 := by
        rw [h]
        simp [uniaxial, field]
      have c : Q 2 2 = 2 / 3 * κ := by
        rw [h]
        simp [uniaxial, field]
        ring
      rw [field_sq, a, b, c]
      linear_combination (-8 / 3) * hκ
    rintro (h | h)
    · exact hκ _ hs h
    · exact hκ _ (by rw [neg_sq, hs]) h

end

end SpinSumRule
```

```lean
#print axioms SpinSumRule.spinRatio_range
-- 'SpinSumRule.spinRatio_range' depends on axioms: [propext, Classical.choice, Quot.sound]
```

For X-ray magnetic circular dichroism, within this model of a single hole in a real d orbital with its spin along the field, the result bounds the error made by neglecting the dipole term: the spin read from the sum rule can be three times the true spin, or have the right size and the wrong sign.
